# The real part of an N-point DFT determines a real causal signal of duration M exactly when N ≥ 2M

## Signals, transform and sign convention

Let f(0), f(1), f(2), … be a real signal sampled at equal time steps. It is called causal of duration M if f(n) = 0 for every n > M, so it has at most M + 1 nonzero samples. It is transformed on a grid of N points, with N > M. The phase of time sample n at frequency index k is

θ(k,n) = 2πkn/N,

and the transform is

X(k) = Σ f(n) exp(−iθ(k,n)), summed over 0 ≤ n < N.

The samples between M and N are the zero padding. Response theory often uses the opposite sign in the exponent. For real f this replaces X(k) by its complex conjugate and leaves the real part as it is.

The mirror image of a time n < N on the periodic grid is n′ = (N − n) mod N. Thus 0′ = 0, and n′ = N − n for n > 0.

## Causality and the missing imaginary part

The Kramers-Kronig relations connect the real and imaginary parts of a causal response function by integrals over all frequencies. The question here is a discrete one about uniqueness: do the values Re X(k), for 0 ≤ k < N, fix the signal, and with it Im X(k)? No principal-value integral is involved.

The question arises when a simulated response, such as the current after an electric-field impulse at time 0, is transformed by fast Fourier transform and only the real part of the result, which describes absorption in this example, is kept. For a noise-free record that really ends after step M, the answer is yes if N ≥ 2M and no if M < N < 2M.

## Real parts see the signal folded onto its mirror image

Since f is real,

Re X(k) = Σ f(n) cos θ(k,n), summed over 0 ≤ n < N.

Let C(j) be the sum of cos θ(k,j) over 0 ≤ k < N, and let ζ = exp(2πi/N). Then C(j) is the real part of the sum of (ζʲ)ᵏ over k. If N divides j, every term is 1 and C(j) = N. Otherwise ζʲ ≠ 1, and the geometric sum is

((ζʲ)ᴺ − 1)/(ζʲ − 1) = 0,

because ζᴺ = 1. Hence C(j) = 0.

Now fix m < N, multiply Re X(k) by cos θ(k,m) and sum over k. The phase θ(k,n) − θ(k,m) differs from θ(k, n + N − m) by k full turns, so

cos θ(k,n) cos θ(k,m) = ½ [cos θ(k, n + m) + cos θ(k, n + N − m)].

Summing over k gives ½ [C(n + m) + C(n + N − m)]. Both arguments are below 2N, so each is a multiple of N only if it equals 0 or N. The first is a multiple exactly when n = m′, the second exactly when n = m. Therefore

Σ Re X(k) cos θ(k,m) = (N/2) [f(m) + f(m′)], summed over 0 ≤ k < N.

## Enough padding separates a sample from its image

Let f and g both be causal of duration M, with equal real parts at all N frequencies. By the last formula,

f(n) + f(n′) = g(n) + g(n′) for every n < N.

Take first n < N − M. If n = 0, then n′ = 0 and the equation reads 2f(0) = 2g(0). If n > 0, then n′ = N − n > M, so the image lies in the padding and f(n′) = g(n′) = 0. In both cases f(n) = g(n). This much holds for short padding too.

Now let N ≥ 2M. A sample n ≤ M that is not yet settled has n ≥ N − M ≥ M, which forces n = M and N = 2M. This sample is its own image, so 2f(M) = 2g(M). All samples agree.

## A signal that the real parts miss

Let M < N < 2M. Take a unit impulse at time M minus a unit impulse at time N − M. The two times differ and N − M < M, so this signal is nonzero and causal of duration M. Since θ(k, N − M) = 2πk − θ(k,M),

X(k) = exp(−iθ(k,M)) − exp(iθ(k,M)) = −2i sin(2πkM/N).

The real part vanishes at every k, as it does for the zero signal. At k = 1 the sine is nonzero, because 2πM/N lies strictly between π and 2π. So the imaginary part of the spectrum is lost together with the signal.

## Small cases, and one signal that lasts too long

For M = 0 and N = 1, the transform is the single real number f(0). For M = 1 the threshold is N = 2, where X(0) = f(0) + f(1) and X(1) = f(0) − f(1). Both values are real and together they give both samples.

The smallest failure is M = 2, N = 3. The signal (0, −1, 1) has the transform (0, i√3, −i√3).

It does not suffice that only one of the two compared signals is causal of duration M. With N = 3 and M = 1, the padding is long enough. The unit impulses at times 1 and 2 have the same real parts, since cos(2πk/3) = cos(4πk/3) for every integer k, yet only the first impulse has duration 1.

## The statement in Lean

A signal is a function `f : ℕ → ℝ`. Negative times do not exist in this type, so the response cannot precede time 0, and `Causal M f` adds that it vanishes after time M. The phase θ(k,n) is `phase N k n`, X(k) is `dft N f k`, and the difference of impulses is `ghost N M`.

The main theorem, `re_determines_iff`, assumes `M < N`, which ensures that the transform sees every sample that may be nonzero. Its left side says that any two causal signals of duration M with equal real parts at all `k < N` are equal as functions. Its right side is `2 * M ≤ N`. The explicit transform of the undetected signal is stated in `ghost_spec`, and the recovery of early samples under any padding in `early_samples_eq`.

The time step is set to one. The theorem compares real parts at all N grid frequencies, although those with k > N/2 repeat earlier values. It also assumes a response that ends exactly; a damped exponential meets this condition only once it is cut off at step M. The theorems do not address noise, missing frequencies or the error made by truncation.

```lean
import Mathlib

open Finset

namespace DiscreteKramersKronigPadding

noncomputable section

/-- The phase `2π k n / N` of time sample `n` at frequency index `k`, for `N ≥ 1` points. -/
def phase (N k n : ℕ) : ℝ := 2 * Real.pi * k * n / N

/-- The `N`-point discrete Fourier transform of a real signal, for `N ≥ 1`:
the sum of `f n * exp (-2π i k n / N)` over `0 ≤ n < N`. -/
def dft (N : ℕ) (f : ℕ → ℝ) (k : ℕ) : ℂ :=
  ∑ n ∈ range N, (f n : ℂ) * Complex.exp (((-phase N k n : ℝ) : ℂ) * Complex.I)

/-- A signal on the times `0, 1, 2, …` is causal of duration `M` if it vanishes after time `M`. -/
def Causal (M : ℕ) (f : ℕ → ℝ) : Prop := ∀ n, M < n → f n = 0

/-- The unit impulse at time `M` minus the unit impulse at time `N - M`, for `M ≤ N`. -/
def ghost (N M : ℕ) : ℕ → ℝ :=
  fun n => (if n = M then 1 else 0) - (if n = N - M then 1 else 0)

/-- The real part of the transform is the cosine sum of the signal. -/
theorem dft_re (N : ℕ) (f : ℕ → ℝ) (k : ℕ) :
    (dft N f k).re = ∑ n ∈ range N, f n * Real.cos (phase N k n) := by
  simp only [dft, Complex.re_sum, Complex.re_ofReal_mul, Complex.exp_ofReal_mul_I_re,
    Real.cos_neg]

/-- For `N ≥ 1` and `m ≤ N`, the phase of sample `N - m` is minus the phase of sample `m`, up to `k`
full turns. -/
theorem phase_reflect {N m : ℕ} (hN : N ≠ 0) (hm : m ≤ N) (k : ℕ) :
    phase N k (N - m) = k * (2 * Real.pi) - phase N k m := by
  have h : (N : ℝ) * (N : ℝ)⁻¹ = 1 := mul_inv_cancel₀ (Nat.cast_ne_zero.2 hN)
  simp only [phase]
  rw [Nat.cast_sub hm]
  linear_combination (2 * Real.pi * k) * h

/-- Summed over all `N ≥ 1` frequencies, the cosine of the phase of sample `j` gives `N` if
`N` divides `j`, and zero otherwise. -/
theorem sum_cos {N : ℕ} (hN : N ≠ 0) (j : ℕ) :
    ∑ k ∈ range N, Real.cos (phase N k j) = if N ∣ j then (N : ℝ) else 0 := by
  have hζ := Complex.isPrimitiveRoot_exp N hN
  have hterm : ∀ k : ℕ, Real.cos (phase N k j) =
      (((Complex.exp (2 * Real.pi * Complex.I / N)) ^ j) ^ k).re := by
    intro k
    rw [← Complex.exp_ofReal_mul_I_re, ← Complex.exp_nat_mul, ← Complex.exp_nat_mul]
    congr 2
    simp only [phase]
    push_cast
    ring
  rw [Finset.sum_congr rfl (fun k _ => hterm k), ← Complex.re_sum]
  split_ifs with h
  · rw [(hζ.pow_eq_one_iff_dvd j).2 h]
    simp
  · -- a geometric sum over a nontrivial root of unity
    have hne : (Complex.exp (2 * Real.pi * Complex.I / N)) ^ j ≠ 1 :=
      fun e => h ((hζ.pow_eq_one_iff_dvd j).1 e)
    rw [geom_sum_eq hne, pow_right_comm, hζ.pow_eq_one, one_pow]
    simp

/-- A number below `2N` is a multiple of `N` exactly when it is `0` or `N`. -/
theorem dvd_iff_of_lt {N s : ℕ} (hs : s < 2 * N) : N ∣ s ↔ s = 0 ∨ s = N := by
  constructor
  · rintro ⟨c, rfl⟩
    have hc : c < 2 := by
      by_contra h
      have := Nat.mul_le_mul_left N (not_lt.1 h)
      omega
    interval_cases c <;> simp
  · rintro (h | h) <;> simp [h]

/-- The cosine transform of the real parts returns the signal folded onto its periodic mirror
image: `N / 2` times the sum of the samples at `m` and at `-m` modulo `N`, for `m < N`. -/
theorem cosine_transform_re {N m : ℕ} (hm : m < N) (f : ℕ → ℝ) :
    ∑ k ∈ range N, (dft N f k).re * Real.cos (phase N k m) =
      N / 2 * (f m + f ((N - m) % N)) := by
  have hN : N ≠ 0 := by omega
  have hr : (N - m) % N = if m = 0 then 0 else N - m := by
    split_ifs with h
    · simp [h]
    · exact Nat.mod_eq_of_lt (by omega)
  have hlt : (N - m) % N < N := Nat.mod_lt _ (by omega)
  have hadd : ∀ k a b : ℕ, phase N k (a + b) = phase N k a + phase N k b := by
    intro k a b
    simp only [phase]
    push_cast
    ring
  -- product of cosines as a sum over the two alias positions
  have hprod : ∀ k n : ℕ, Real.cos (phase N k n) * Real.cos (phase N k m) =
      (Real.cos (phase N k (n + m)) + Real.cos (phase N k (n + (N - m)))) / 2 := by
    intro k n
    have h2 : phase N k (n + (N - m)) =
        phase N k n - phase N k m + k * (2 * Real.pi) := by
      rw [hadd, phase_reflect hN hm.le]
      ring
    rw [h2, hadd, Real.cos_add_nat_mul_two_pi, Real.cos_add, Real.cos_sub]
    ring
  have hsum : ∀ n ∈ range N,
      ∑ k ∈ range N, f n * Real.cos (phase N k n) * Real.cos (phase N k m) =
      (if n = (N - m) % N then f n * (N / 2) else 0) +
        (if n = m then f n * (N / 2) else 0) := by
    intro n hn
    have hn' : n < N := mem_range.1 hn
    have e1 : N ∣ n + m ↔ n = (N - m) % N := by
      rw [dvd_iff_of_lt (by omega), hr]
      split_ifs <;> omega
    have e2 : N ∣ n + (N - m) ↔ n = m := by
      rw [dvd_iff_of_lt (by omega)]
      omega
    have s1 := (sum_cos hN (n + m)).trans (if_congr e1 rfl rfl)
    have s2 := (sum_cos hN (n + (N - m))).trans (if_congr e2 rfl rfl)
    have s3 : ∑ k ∈ range N, f n * Real.cos (phase N k n) * Real.cos (phase N k m) =
        f n / 2 * (∑ k ∈ range N, Real.cos (phase N k (n + m)) +
          ∑ k ∈ range N, Real.cos (phase N k (n + (N - m)))) := by
      rw [← Finset.sum_add_distrib, Finset.mul_sum]
      refine Finset.sum_congr rfl fun k _ => ?_
      rw [mul_assoc, hprod]
      ring
    rw [s3, s1, s2]
    split_ifs <;> ring
  simp_rw [dft_re, Finset.sum_mul]
  rw [Finset.sum_comm, Finset.sum_congr rfl hsum, Finset.sum_add_distrib,
    Finset.sum_ite_eq', Finset.sum_ite_eq', if_pos (mem_range.2 hlt),
    if_pos (mem_range.2 hm)]
  ring

/-- If two signals have transforms with equal real parts, their foldings onto the periodic
mirror image agree at every `n < N`. -/
theorem folded_eq {N n : ℕ} (hn : n < N) {f g : ℕ → ℝ}
    (h : ∀ k < N, (dft N f k).re = (dft N g k).re) :
    f n + f ((N - n) % N) = g n + g ((N - n) % N) := by
  have hN : (N : ℝ) / 2 ≠ 0 :=
    div_ne_zero (Nat.cast_ne_zero.2 (by omega)) two_ne_zero
  apply mul_left_cancel₀ hN
  rw [← cosine_transform_re hn f, ← cosine_transform_re hn g]
  exact Finset.sum_congr rfl fun k hk => by rw [h k (mem_range.1 hk)]

/-- For causal responses of duration `M`, equal real parts of the `N`-point transforms
force equal samples at all times `n < N - M`. -/
theorem early_samples_eq {N M n : ℕ} (hn : n + M < N) {f g : ℕ → ℝ}
    (hf : Causal M f) (hg : Causal M g)
    (h : ∀ k < N, (dft N f k).re = (dft N g k).re) : f n = g n := by
  have key := folded_eq (by omega : n < N) h
  rcases Nat.eq_zero_or_pos n with h0 | h0
  · subst h0
    rw [Nat.sub_zero, Nat.mod_self] at key
    linarith
  · -- the mirror image lies in the zero padding
    rw [Nat.mod_eq_of_lt (by omega : N - n < N), hf (N - n) (by omega),
      hg (N - n) (by omega)] at key
    linarith

/-- For `M < N < 2M` the difference of unit impulses at `M` and `N - M` is a nonzero causal
response of duration `M`, and its transform is the purely imaginary `-2i sin (2π k M / N)`. -/
theorem ghost_spec {N M : ℕ} (hMN : M < N) (hshort : N < 2 * M) :
    Causal M (ghost N M) ∧ ghost N M ≠ 0 ∧
      ∀ k, dft N (ghost N M) k =
        ((-2 * Real.sin (phase N k M) : ℝ) : ℂ) * Complex.I := by
  have hN : N ≠ 0 := by omega
  refine ⟨fun n hn => ?_, fun h => ?_, fun k => ?_⟩
  · simp only [ghost]
    rw [if_neg (by omega), if_neg (by omega), sub_zero]
  · have h1 : ghost N M M = 0 := congrFun h M
    simp only [ghost] at h1
    rw [if_pos trivial, if_neg (by omega)] at h1
    norm_num at h1
  · have hs : ∀ c : ℕ → ℝ, ∑ n ∈ range N, ghost N M n * c n = c M - c (N - M) := by
      intro c
      simp only [ghost, sub_mul, ite_mul, one_mul, zero_mul, Finset.sum_sub_distrib]
      rw [Finset.sum_ite_eq', Finset.sum_ite_eq', if_pos (mem_range.2 hMN),
        if_pos (mem_range.2 (by omega))]
    apply Complex.ext
    · rw [dft_re, Complex.re_ofReal_mul, Complex.I_re, mul_zero]
      refine (hs (fun n => Real.cos (phase N k n))).trans ?_
      show Real.cos (phase N k M) - Real.cos (phase N k (N - M)) = 0
      rw [phase_reflect hN hMN.le, Real.cos_nat_mul_two_pi_sub, sub_self]
    · have him : (dft N (ghost N M) k).im =
          ∑ n ∈ range N, ghost N M n * Real.sin (-phase N k n) := by
        simp only [dft, Complex.im_sum, Complex.im_ofReal_mul, Complex.exp_ofReal_mul_I_im]
      rw [him, Complex.im_ofReal_mul, Complex.I_im, mul_one]
      refine (hs (fun n => Real.sin (-phase N k n))).trans ?_
      show Real.sin (-phase N k M) - Real.sin (-phase N k (N - M)) = _
      rw [phase_reflect hN hMN.le, Real.sin_neg, Real.sin_neg, Real.sin_nat_mul_two_pi_sub]
      ring

/-- For `M < N`, the real parts of the `N`-point transform determine every real causal
response of duration `M` if and only if `N ≥ 2M`. -/
theorem re_determines_iff {N M : ℕ} (hMN : M < N) :
    (∀ f g : ℕ → ℝ, Causal M f → Causal M g →
      (∀ k < N, (dft N f k).re = (dft N g k).re) → f = g) ↔ 2 * M ≤ N := by
  constructor
  · intro h
    by_contra hlt
    obtain ⟨hc, hne, hX⟩ := ghost_spec hMN (not_le.1 hlt)
    refine hne (h _ 0 hc (fun _ _ => rfl) fun k _ => ?_)
    rw [hX k, dft_re, Complex.re_ofReal_mul, Complex.I_re, mul_zero]
    simp
  · intro hpad f g hf hg h
    funext n
    by_cases hnM : M < n
    · rw [hf n hnM, hg n hnM]
    by_cases hn : n + M < N
    · exact early_samples_eq hn hf hg h
    · -- only the self-mirrored sample `n = M` with `N = 2M` remains
      have key := folded_eq (by omega : n < N) h
      rw [Nat.mod_eq_of_lt (by omega : N - n < N), (by omega : N - n = n)] at key
      linarith

end

end DiscreteKramersKronigPadding
```

```lean
#print axioms DiscreteKramersKronigPadding.re_determines_iff
```

```
'DiscreteKramersKronigPadding.re_determines_iff' depends on axioms: [propext, Classical.choice, Quot.sound]
```

## From the cosine sum to the folding formula

`dft_re` takes the real part term by term. `phase_reflect` is the identity θ(k, N − m) = 2πk − θ(k,m); it uses m ≤ N, so that the subtraction of natural numbers is not truncated, and the fact that N times its inverse is 1.

`sum_cos` computes C(j). It writes each cosine as the real part of a power of ζ, which Mathlib knows to be a primitive N-th root of unity. Hence ζʲ = 1 exactly when N divides j, and `geom_sum_eq` handles the other case.

`cosine_transform_re` is the folding formula. Inside it, `hprod` is the product rule for cosines, with `n + (N - m)` in place of n − m so that all indices remain natural numbers. The steps `e1` and `e2` identify the two values of n that survive, using `dvd_iff_of_lt` for multiples of N below 2N. After `Finset.sum_comm` exchanges the sums over k and n, the sum over n picks out these two terms. When m = 0 or 2m = N they coincide and both contribute, which gives the required factor 2.

## From folding to the threshold

`folded_eq` applies the formula to both signals and cancels the nonzero factor N/2. `early_samples_eq` then separates n = 0 from n > 0, as in the derivation, and uses causality to remove the images in the second case.

`ghost_spec` proves three things in turn: the signal is causal, it is nonzero because its value at M is 1, and its transform is the stated sine. For the last, the auxiliary step `hs` says that summing the signal against any weights c gives c(M) − c(N − M). `Complex.ext` splits the claim into real and imaginary parts, and `phase_reflect` makes the cosines cancel and the sines add.

In `re_determines_iff`, the forward direction supposes N < 2M and compares `ghost N M` with the zero signal; their real parts agree, so the assumed uniqueness would make the ghost zero. The reverse direction treats each time n separately. Beyond M both signals vanish, and for `n + M < N` the early-sample theorem applies. In the remaining case `omega` derives `N - n = n`, and `folded_eq` gives twice the sample on each side.
